# For b > 0, raising k by one multiplies the integral of r^k e^(−br) over r > 0 by (k+1)/b

Integrals of a power of r times a decaying exponential, taken over r > 0, arise as radial integrals for hydrogen-like and Slater-type orbitals. `radialMoment_succ` states that, for real b > 0 and any natural number k, the integral with power k + 1 is (k + 1)/b times the integral with power k. These are bare integrals, not divided by the integral of the exponential, so they are not expectation values. The attempt replaces both integrals by the closed form k!/b^(k+1) from `radialMoment_eq`, expands the factorial of k + 1, and leaves the remaining algebra to `field_simp`.

As first written in Lean, the proof fails:

```lean
import Mathlib

open MeasureTheory Set

namespace RadialMomentSucc

noncomputable section

/-- The exponential moment `∫ r^k exp(-b r)` over `r > 0`. -/
def radialMoment (k : ℕ) (b : ℝ) : ℝ := ∫ r in Ioi (0 : ℝ), r ^ k * Real.exp (-(b * r))

/-- For `b > 0` the exponential moment of order `k` is `k! / b^(k+1)`. -/
theorem radialMoment_eq (k : ℕ) {b : ℝ} (hb : 0 < b) :
    radialMoment k b = (k.factorial : ℝ) / b ^ (k + 1) := by
  have h := Real.integral_rpow_mul_exp_neg_mul_Ioi (a := (k : ℝ) + 1) (r := b)
    (by positivity) hb
  rw [Real.Gamma_nat_eq_factorial] at h
  simp only [add_sub_cancel_right, Real.rpow_natCast] at h
  have hp : (1 / b) ^ ((k : ℝ) + 1) = (1 / b) ^ (k + 1) := by
    exact_mod_cast Real.rpow_natCast (1 / b) (k + 1)
  rw [radialMoment, h, hp, one_div, inv_pow, div_eq_mul_inv, mul_comm]

/-- For `b > 0` each moment follows from the one before it by the factor `(k+1)/b`. -/
theorem radialMoment_succ (k : ℕ) {b : ℝ} (hb : 0 < b) :
    radialMoment (k + 1) b = ((k : ℝ) + 1) / b * radialMoment k b := by
  rw [radialMoment_eq _ hb, radialMoment_eq _ hb, Nat.factorial_succ]
  push_cast
  field_simp

end

end RadialMomentSucc
```

Lean reports:

```
Main.lean:25:69: error: unsolved goals
k : ℕ
b : ℝ
hb : 0 < b
⊢ b * b ^ (k + 1) = b ^ (k + 1 + 1)
```

As a diff, the version that Lean accepts:

```diff
@@ -27,4 +27,5 @@
   push_cast
   field_simp
+  ring
 
 end
```

What went wrong. The message says that the proof ended with a goal still open: `b * b ^ (k + 1) = b ^ (k + 1 + 1)`. The physics is already done by then, since both integrals have been replaced by their closed forms. `field_simp` has cleared the denominators and cancelled the factorial and the factor k + 1 from both sides. What remains is a true identity between powers of b, but `field_simp` left its two sides in different forms, with a separate factor b on the left and that factor absorbed into the exponent on the right. It did not merge them, and no tactic followed to finish the job.

The repair adds `ring` after `field_simp`. `ring` proves identities in commutative rings and can handle exponents containing a variable such as k, so it brings both sides to the same power of b and closes the goal.
